# A continuous path of Hermitian matrices keeps its number of eigenvalues below μ if μ is never an eigenvalue

A molecule is deformed along a path of geometries, or an external field is switched on, and the orbital energies move. At zero temperature, with the chemical potential held at a fixed value $\mu$, every spin orbital below $\mu$ holds one electron. Does the number of electrons stay the same along the path?

Let $F(t)$, $t\in[0,1]$, be the effective one-electron matrix in an orthonormal basis of $n$ spin orbitals, and let $N_A(a)$ be the number of eigenvalues of a Hermitian matrix $A$ strictly below $a$, counted with multiplicity. If $F$ is continuous and Hermitian and $\mu$ is never an eigenvalue of $F(t)$, then

$$N_{F(s)}(\mu)=N_{F(t)}(\mu)\qquad\text{for all } s,t\in[0,1].$$

The condition on $\mu$ says that no orbital energy ever reaches the chemical potential.

## Fixed μ and fixed electron number in a code

Some codes occupy all levels below $\mu$; others occupy the $N$ lowest levels. For a finite one-electron matrix that meets the conditions above, the two rules select the same levels along the whole path if $N$ is the count below $\mu$ at the start.

The result also helps to read a log file. If the count differs between two points of a path of Hermitian matrices, either a level equalled $\mu$ somewhere on the stretch between them, endpoints included, or the matrix did not change continuously, for instance because the self-consistent iteration jumped to another solution.

## Comparing the levels of two matrices

Let $A$ and $B$ be Hermitian, with eigenvalues $\alpha_i$, $\beta_j$ and orthonormal eigenvectors $u_i$, $v_j$. For a state $x$, not necessarily normalised, put $E_A(x)=\mathrm{Re}\langle x,Ax\rangle$; the expectation value is $E_A(x)/\|x\|^2$ for $x\neq0$. Let $D=\sum_{ij}|A_{ij}-B_{ij}|$.

**Energy in the eigenbasis.** Since $\langle u_i,Ax\rangle=\langle Au_i,x\rangle=\alpha_i\langle u_i,x\rangle$,

$$E_A(x)-a\|x\|^2=\sum_i(\alpha_i-a)\,|\langle u_i,x\rangle|^2 .$$

**A separating state.** Suppose $N_B(b)<N_A(a)$. Require $x$ to be orthogonal to every $u_i$ with $\alpha_i\ge a$ and to every $v_j$ with $\beta_j<b$. These are $n-N_A(a)+N_B(b)<n$ linear conditions, so some $x\ne0$ satisfies them. Only terms with $\alpha_i<a$ survive in the sum for $A$, and at least one is nonzero, so $E_A(x)<a\|x\|^2$. In the corresponding sum for $B$ only terms with $\beta_j\ge b$ survive, so $E_B(x)\ge b\|x\|^2$.

**Change of energy.** Since $|x_i|\le\|x\|$ for every $i$,

$$E_B(x)-E_A(x)=\mathrm{Re}\sum_{ij}x_i^*(B_{ij}-A_{ij})x_j\le D\|x\|^2 .$$

**Shifted counts.** It follows that $N_A(a)\le N_B(a+D)$. Otherwise the separating state for $b=a+D$ would give

$$(a+D)\|x\|^2\le E_B(x)\le E_A(x)+D\|x\|^2<(a+D)\|x\|^2 .$$

**Small changes.** Let $D<|\alpha_i-\mu|$ for all $i$. No $\alpha_i$ lies in $[\mu-D,\mu+D]$, so

$$N_B(\mu)\le N_A(\mu+D)=N_A(\mu)=N_A(\mu-D)\le N_B(\mu).$$

The first inequality is the shifted bound with $A$ and $B$ exchanged.

**Along the path.** At a given $t$, the finitely many levels of $F(t)$ all lie at a positive distance from $\mu$. By continuity, $\sum_{ij}|F_{ij}(t)-F_{ij}(s)|$ is smaller than all these distances for $s$ close to $t$, so the count is locally constant. The times at which it equals its value at $0$ form an open set, and so do the remaining times. As $[0,1]$ is connected and the first set contains $0$, the second is empty.

## The Lean source

```lean
import Mathlib

open Matrix
open scoped InnerProductSpace Topology ComplexConjugate

namespace GappedPath

noncomputable section

variable {n : Type*} [Fintype n] [DecidableEq n]

/-- The number of eigenvalues of a Hermitian matrix below `μ`, counted with multiplicity. -/
def numBelow {A : Matrix n n ℂ} (hA : A.IsHermitian) (μ : ℝ) : ℕ :=
  Fintype.card {i // hA.eigenvalues i < μ}

/-- The matrix `A` applied to the state `x`. -/
def act (A : Matrix n n ℂ) (x : EuclideanSpace ℂ n) : EuclideanSpace ℂ n :=
  WithLp.toLp 2 (A *ᵥ x.ofLp)

/-- The real part of `⟨x, A x⟩`, for a state `x` that need not be normalised. -/
def energy (A : Matrix n n ℂ) (x : EuclideanSpace ℂ n) : ℝ := (⟪x, act A x⟫_ℂ).re

/-- The size of the change from `A` to `B`: the sum of the moduli of all entries of `A - B`. -/
def deviation (A B : Matrix n n ℂ) : ℝ := ∑ i, ∑ j, ‖A i j - B i j‖

/-- The component of `A x` along an eigenvector of the Hermitian matrix `A` is the eigenvalue
times the component of `x`. -/
theorem inner_eigenvector_act {A : Matrix n n ℂ} (hA : A.IsHermitian) (i : n)
    (x : EuclideanSpace ℂ n) :
    ⟪hA.eigenvectorBasis i, act A x⟫_ℂ
      = (hA.eigenvalues i : ℂ) * ⟪hA.eigenvectorBasis i, x⟫_ℂ := by
  have h := congrArg star (hA.mulVec_eigenvectorBasis i)
  rw [Matrix.star_mulVec, hA.eq] at h
  rw [EuclideanSpace.inner_eq_star_dotProduct, EuclideanSpace.inner_eq_star_dotProduct]
  calc (A *ᵥ x.ofLp) ⬝ᵥ star (hA.eigenvectorBasis i).ofLp
      = (star (hA.eigenvectorBasis i).ofLp ᵥ* A) ⬝ᵥ x.ofLp := by
        rw [dotProduct_comm, Matrix.dotProduct_mulVec]
    _ = _ := by
        rw [h, star_smul, smul_dotProduct, dotProduct_comm x.ofLp]
        simp

/-- For Hermitian `A`, the energy of a state minus `a` times its squared norm is the sum of the
signed differences `eigenvalue - a`, weighted by the squared moduli of the components in the
eigenbasis. -/
theorem energy_sub_eq {A : Matrix n n ℂ} (hA : A.IsHermitian) (a : ℝ)
    (x : EuclideanSpace ℂ n) :
    energy A x - a * ‖x‖ ^ 2
      = ∑ i, (hA.eigenvalues i - a) * ‖⟪hA.eigenvectorBasis i, x⟫_ℂ‖ ^ 2 := by
  have key : ∀ (z : ℂ) (r : ℝ), (conj z * ((r : ℂ) * z)).re = r * ‖z‖ ^ 2 := by
    intro z r
    rw [Complex.sq_norm, Complex.normSq_apply]
    simp only [Complex.mul_re, Complex.mul_im, Complex.conj_re, Complex.conj_im,
      Complex.ofReal_re, Complex.ofReal_im]
    ring
  have h1 : energy A x
      = ∑ i, hA.eigenvalues i * ‖⟪hA.eigenvectorBasis i, x⟫_ℂ‖ ^ 2 := by
    unfold energy
    rw [← hA.eigenvectorBasis.sum_inner_mul_inner x (act A x), Complex.re_sum]
    refine Finset.sum_congr rfl fun i _ => ?_
    rw [inner_eigenvector_act, ← inner_conj_symm x (hA.eigenvectorBasis i)]
    exact key _ _
  have h2 : ‖x‖ ^ 2 = ∑ i, ‖⟪hA.eigenvectorBasis i, x⟫_ℂ‖ ^ 2 := by
    rw [← hA.eigenvectorBasis.repr.norm_map x, EuclideanSpace.norm_sq_eq]
    refine Finset.sum_congr rfl fun i _ => ?_
    rw [hA.eigenvectorBasis.repr_apply_apply]
  rw [h1, h2, Finset.mul_sum]
  simp only [sub_mul, Finset.sum_sub_distrib]

/-- For Hermitian `A` and `B`, if `B` has fewer levels below `b` than `A` has below `a`, some
nonzero state has `A`-energy per squared norm below `a` and `B`-energy per squared norm at least
`b`. -/
theorem exists_separating_state {A B : Matrix n n ℂ} (hA : A.IsHermitian)
    (hB : B.IsHermitian) {a b : ℝ} (h : numBelow hB b < numBelow hA a) :
    ∃ x : EuclideanSpace ℂ n, x ≠ 0 ∧ energy A x < a * ‖x‖ ^ 2 ∧
      b * ‖x‖ ^ 2 ≤ energy B x := by
  -- the components that have to vanish: high levels of `A`, low levels of `B`
  let L : EuclideanSpace ℂ n →ₗ[ℂ]
      ({i // ¬ hA.eigenvalues i < a} → ℂ) × ({j // hB.eigenvalues j < b} → ℂ) :=
    { toFun := fun x => (fun i => ⟪hA.eigenvectorBasis i.1, x⟫_ℂ,
        fun j => ⟪hB.eigenvectorBasis j.1, x⟫_ℂ)
      map_add' := fun x y => Prod.ext (funext fun _ => inner_add_right _ _ _)
        (funext fun _ => inner_add_right _ _ _)
      map_smul' := fun c x => Prod.ext (funext fun _ => inner_smul_right _ _ _)
        (funext fun _ => inner_smul_right _ _ _) }
  have hdim : Module.finrank ℂ
      (({i // ¬ hA.eigenvalues i < a} → ℂ) × ({j // hB.eigenvalues j < b} → ℂ))
      < Module.finrank ℂ (EuclideanSpace ℂ n) := by
    rw [Module.finrank_prod, Module.finrank_fintype_fun_eq_card,
      Module.finrank_fintype_fun_eq_card, finrank_euclideanSpace]
    have h1 := Fintype.card_subtype_compl (fun i => hA.eigenvalues i < a)
    have h2 := Fintype.card_subtype_le (fun i => hA.eigenvalues i < a)
    unfold numBelow at h
    omega
  obtain ⟨x, hx, hx0⟩ := Submodule.exists_mem_ne_zero_of_ne_bot
    (LinearMap.ker_ne_bot_of_finrank_lt (f := L) hdim)
  have hL : L x = 0 := LinearMap.mem_ker.mp hx
  have hu : ∀ i, ¬ hA.eigenvalues i < a → ⟪hA.eigenvectorBasis i, x⟫_ℂ = 0 :=
    fun i hi => congrFun (congrArg Prod.fst hL) ⟨i, hi⟩
  have hv : ∀ j, hB.eigenvalues j < b → ⟪hB.eigenvectorBasis j, x⟫_ℂ = 0 :=
    fun j hj => congrFun (congrArg Prod.snd hL) ⟨j, hj⟩
  have hne : ∃ i, ⟪hA.eigenvectorBasis i, x⟫_ℂ ≠ 0 := by
    by_contra hcon
    have hz : ∀ i, ⟪hA.eigenvectorBasis i, x⟫_ℂ = 0 :=
      fun i => by_contra fun hi => hcon ⟨i, hi⟩
    apply hx0
    rw [← inner_self_eq_zero (𝕜 := ℂ), ← hA.eigenvectorBasis.sum_inner_mul_inner x x]
    exact Finset.sum_eq_zero fun i _ => by rw [hz i, mul_zero]
  refine ⟨x, hx0, ?_, ?_⟩
  · have hlt : ∑ i, (hA.eigenvalues i - a) * ‖⟪hA.eigenvectorBasis i, x⟫_ℂ‖ ^ 2
        < ∑ _i : n, (0 : ℝ) := by
      apply Finset.sum_lt_sum
      · intro i _
        by_cases hi : hA.eigenvalues i < a
        · nlinarith [mul_nonneg (sub_nonneg.2 hi.le)
            (sq_nonneg ‖⟪hA.eigenvectorBasis i, x⟫_ℂ‖)]
        · simp [hu i hi]
      · obtain ⟨i, hi⟩ := hne
        have hia : hA.eigenvalues i < a := by_contra fun hc => hi (hu i hc)
        have hp : 0 < ‖⟪hA.eigenvectorBasis i, x⟫_ℂ‖ ^ 2 := pow_pos (norm_pos_iff.2 hi) 2
        exact ⟨i, Finset.mem_univ i, by nlinarith [mul_pos (sub_pos.2 hia) hp]⟩
    rw [← energy_sub_eq hA, Finset.sum_const_zero] at hlt
    linarith
  · have hge : 0 ≤ energy B x - b * ‖x‖ ^ 2 := by
      rw [energy_sub_eq hB]
      refine Finset.sum_nonneg fun j _ => ?_
      by_cases hj : hB.eigenvalues j < b
      · simp [hv j hj]
      · exact mul_nonneg (sub_nonneg.2 (not_lt.1 hj)) (sq_nonneg _)
    linarith

omit [DecidableEq n] in
/-- Changing the matrix from `A` to `B` raises the energy of a state by at most the deviation
times the squared norm. -/
theorem energy_le_add (A B : Matrix n n ℂ) (x : EuclideanSpace ℂ n) :
    energy B x ≤ energy A x + deviation A B * ‖x‖ ^ 2 := by
  have e : ∀ M : Matrix n n ℂ,
      energy M x = ∑ i, ∑ j, (star (x i) * M i j * x j).re := by
    intro M
    unfold energy
    rw [EuclideanSpace.inner_eq_star_dotProduct]
    simp only [act, dotProduct, Matrix.mulVec, Finset.sum_mul, Complex.re_sum, Pi.star_apply]
    refine Finset.sum_congr rfl fun i _ => Finset.sum_congr rfl fun j _ => ?_
    congr 1
    ring
  rw [e A, e B]
  simp only [deviation, Finset.sum_mul, ← Finset.sum_add_distrib]
  refine Finset.sum_le_sum fun i _ => Finset.sum_le_sum fun j _ => ?_
  have h1 : (star (x i) * B i j * x j).re - (star (x i) * A i j * x j).re
      = (star (x i) * (B i j - A i j) * x j).re := by
    rw [← Complex.sub_re]
    congr 1
    ring
  have hi : ‖x i‖ ≤ ‖x‖ := PiLp.norm_apply_le x i
  have hj : ‖x j‖ ≤ ‖x‖ := PiLp.norm_apply_le x j
  have h2 : ‖star (x i) * (B i j - A i j) * x j‖ ≤ ‖A i j - B i j‖ * ‖x‖ ^ 2 := by
    rw [norm_mul, norm_mul, norm_star, norm_sub_rev]
    calc ‖x i‖ * ‖A i j - B i j‖ * ‖x j‖ = ‖A i j - B i j‖ * (‖x i‖ * ‖x j‖) := by ring
      _ ≤ ‖A i j - B i j‖ * (‖x‖ * ‖x‖) := by gcongr
      _ = ‖A i j - B i j‖ * ‖x‖ ^ 2 := by ring
  linarith [Complex.re_le_norm (star (x i) * (B i j - A i j) * x j)]

/-- For Hermitian `A` and `B`, at least as many levels of `B` lie below `a` plus the deviation
as levels of `A` lie below `a`. -/
theorem numBelow_le_shifted {A B : Matrix n n ℂ} (hA : A.IsHermitian) (hB : B.IsHermitian)
    (a : ℝ) : numBelow hA a ≤ numBelow hB (a + deviation A B) := by
  by_contra hcon
  obtain ⟨x, -, h1, h2⟩ := exists_separating_state hA hB (not_le.1 hcon)
  nlinarith [energy_le_add A B x]

/-- For Hermitian `A` and `B`, if the deviation is smaller than the distance of every level of `A`
from `μ`, then `A` and `B` have the same number of levels below `μ`. -/
theorem numBelow_eq_of_small {A B : Matrix n n ℂ} (hA : A.IsHermitian) (hB : B.IsHermitian)
    {μ : ℝ} (hgap : ∀ i, deviation A B < |hA.eigenvalues i - μ|) :
    numBelow hB μ = numBelow hA μ := by
  have hsymm : deviation B A = deviation A B := by
    simp only [deviation, norm_sub_rev]
  apply le_antisymm
  · -- no level of `A` lies between `μ` and `μ + deviation`
    refine (numBelow_le_shifted hB hA μ).trans (Fintype.card_subtype_mono _ _ fun i hi => ?_)
    rw [hsymm] at hi
    by_contra hc
    have hg := hgap i
    rw [abs_of_nonneg (sub_nonneg.2 (not_lt.1 hc))] at hg
    linarith
  · -- no level of `A` lies between `μ - deviation` and `μ`
    have h1 : numBelow hA μ ≤ numBelow hA (μ - deviation A B) := by
      refine Fintype.card_subtype_mono _ _ fun i hi => ?_
      have hg := hgap i
      rw [abs_of_neg (sub_neg.2 hi)] at hg
      linarith
    have h2 := numBelow_le_shifted hA hB (μ - deviation A B)
    rw [sub_add_cancel] at h2
    exact h1.trans h2

/-- For a continuous family of Hermitian matrices over a connected parameter space, with `μ`
never an eigenvalue, the number of levels below `μ` is the same at all parameters. -/
theorem numBelow_constant {X : Type*} [TopologicalSpace X] [PreconnectedSpace X]
    {F : X → Matrix n n ℂ} (hc : Continuous F) (hF : ∀ x, (F x).IsHermitian) {μ : ℝ}
    (hgap : ∀ x i, (hF x).eigenvalues i ≠ μ) (x y : X) :
    numBelow (hF x) μ = numBelow (hF y) μ := by
  have hloc : IsLocallyConstant fun z => numBelow (hF z) μ := by
    rw [IsLocallyConstant.iff_eventually_eq]
    intro z
    have hd : Continuous fun w => deviation (F z) (F w) :=
      continuous_finsetSum _ fun i _ => continuous_finsetSum _ fun j _ =>
        (continuous_const.sub (hc.matrix_elem i j)).norm
    have hsmall : ∀ᶠ w in 𝓝 z, ∀ i, deviation (F z) (F w) < |(hF z).eigenvalues i - μ| := by
      refine Filter.eventually_all.2 fun i => (hd.tendsto z).eventually (Iio_mem_nhds ?_)
      have h0 : deviation (F z) (F z) = 0 := by simp [deviation]
      rw [h0]
      exact abs_pos.2 (sub_ne_zero.2 (hgap z i))
    exact hsmall.mono fun w hw => numBelow_eq_of_small (hF z) (hF w) hw
  exact hloc.apply_eq_of_preconnectedSpace x y

/-- Along a continuous path of Hermitian matrices on `[0, 1]` with `μ` never an eigenvalue,
the number of levels below `μ` is the same at all times. -/
theorem numBelow_constant_path {F : ℝ → Matrix n n ℂ} (hc : ContinuousOn F (Set.Icc 0 1))
    (hF : ∀ t ∈ Set.Icc (0 : ℝ) 1, (F t).IsHermitian) {μ : ℝ}
    (hgap : ∀ t (ht : t ∈ Set.Icc (0 : ℝ) 1) i, (hF t ht).eigenvalues i ≠ μ)
    {s t : ℝ} (hs : s ∈ Set.Icc (0 : ℝ) 1) (ht : t ∈ Set.Icc (0 : ℝ) 1) :
    numBelow (hF s hs) μ = numBelow (hF t ht) μ := by
  have : PreconnectedSpace (Set.Icc (0 : ℝ) 1) :=
    Subtype.preconnectedSpace isPreconnected_Icc
  exact numBelow_constant (F := fun r : Set.Icc (0 : ℝ) 1 => F r.1)
    (continuousOn_iff_continuous_domRestrict.1 hc) (fun r => hF r.1 r.2)
    (fun r i => hgap r.1 r.2 i) ⟨s, hs⟩ ⟨t, ht⟩

/-- The path `(2 t - 1) · 1`, a multiple of the identity matrix. -/
def ramp (n : Type*) [DecidableEq n] (t : ℝ) : Matrix n n ℂ :=
  ((2 * t - 1 : ℝ) : ℂ) • (1 : Matrix n n ℂ)

omit [Fintype n] in
/-- The ramp is Hermitian at every real time. -/
theorem ramp_isHermitian (t : ℝ) : (ramp n t).IsHermitian := by
  unfold ramp Matrix.IsHermitian
  rw [conjTranspose_smul, conjTranspose_one, Complex.star_def, Complex.conj_ofReal]

/-- The ramp is continuous, yet the number of its levels below zero is the full dimension at
time 0 and zero at time 1. -/
theorem gap_needed : Continuous (ramp n) ∧
    numBelow (ramp_isHermitian (n := n) 0) 0 = Fintype.card n ∧
    numBelow (ramp_isHermitian (n := n) 1) 0 = 0 := by
  have e : ∀ (t : ℝ) (i : n), (ramp_isHermitian (n := n) t).eigenvalues i = 2 * t - 1 := by
    intro t i
    have h := inner_eigenvector_act (ramp_isHermitian (n := n) t) i
      ((ramp_isHermitian (n := n) t).eigenvectorBasis i)
    have ha : ∀ x : EuclideanSpace ℂ n,
        act (ramp n t) x = ((2 * t - 1 : ℝ) : ℂ) • x := by
      intro x
      ext j
      simp [act, ramp, Matrix.smul_mulVec]
    have hne : ⟪(ramp_isHermitian (n := n) t).eigenvectorBasis i,
        (ramp_isHermitian (n := n) t).eigenvectorBasis i⟫_ℂ ≠ 0 :=
      inner_self_ne_zero.2 ((ramp_isHermitian (n := n) t).eigenvectorBasis.orthonormal.ne_zero i)
    rw [ha, inner_smul_right] at h
    exact (Complex.ofReal_injective (mul_right_cancel₀ hne h)).symm
  refine ⟨?_, ?_, ?_⟩
  · have hr : Continuous fun t : ℝ => 2 * t - 1 := by fun_prop
    exact (Complex.continuous_ofReal.comp hr).smul continuous_const
  · exact Fintype.card_congr (Equiv.subtypeUnivEquiv fun i => by rw [e]; norm_num)
  · refine Fintype.card_eq_zero_iff.2 ⟨fun i => ?_⟩
    have hi := i.2
    rw [e] at hi
    norm_num at hi

end

end GappedPath
```

```lean
#print axioms GappedPath.numBelow_constant_path
-- 'GappedPath.numBelow_constant_path' depends on axioms: [propext, Classical.choice, Quot.sound]
#print axioms GappedPath.gap_needed
-- 'GappedPath.gap_needed' depends on axioms: [propext, Classical.choice, Quot.sound]
```

## Reading the definitions and theorems

In the code `n` is the finite set of basis labels, and the dimension is `Fintype.card n`. `numBelow hA μ` is $N_A(\mu)$; its argument `hA` is the proof that $A$ is Hermitian, from which Mathlib obtains the real eigenvalues, repeated by multiplicity. `energy A x` is $E_A(x)$, and `deviation A B` is $D$, which for $n\ge2$ depends on the basis and in general differs from the operator norm of $A-B$.

`numBelow_constant_path` is the result for $[0,1]$. It asks for continuity, Hermiticity and the gap only on that interval. `numBelow_constant` replaces the interval by any connected parameter space, such as a connected region of geometries.

## How the lemmas fit together

`inner_eigenvector_act` and `energy_sub_eq` give the eigenbasis expansion. In `exists_separating_state`, the linear map `L` collects the components that must vanish; `hdim` counts them, and a nonzero kernel vector is the separating state. `energy_le_add` bounds the change of energy entry by entry. `numBelow_le_shifted` combines the two by contradiction, and `numBelow_eq_of_small` applies it in both directions.

`numBelow_constant` shows that the count is locally constant and then uses connectedness. The path theorem is the special case in which the parameter space is $[0,1]$.

`gap_needed` treats the path $(2t-1)\mathbf 1$ with $\mu=0$. Its count is $n$ at $t=0$ and $0$ at $t=1$, and its levels meet $\mu$ only at $t=1/2$. For $n\ge1$, continuity together with a gap at all times but one is therefore insufficient.

## Sampled paths, overlap matrices and electron number

The gap is assumed at every $t$, and a check at grid points does not establish it. For two individual matrices, `numBelow_eq_of_small` needs no path: it compares $D$ with the distances of the levels of one matrix from $\mu$. The eigenvalues in the theorems are exact, so rounding errors in computed levels need their own bound.

In a non-orthogonal basis with overlap matrix $S$, one can use the matrix $S^{-1/2}FS^{-1/2}$, and the continuity condition then applies to it.

The step from the theorem to a number of electrons is the occupation rule of the opening paragraph, one electron in each spin orbital below $\mu$. The hypotheses concern only the matrices; they contain neither this rule nor any statement about an interacting many-electron state.
